# Hermitian first-order responses of an idempotent density matrix have even rank

Take two orthonormal orbitals, the first occupied and the second empty, and rotate the occupied orbital by a real angle $\theta$ towards the empty one. The density matrix and its derivative at $\theta=0$ are

$$
P(\theta)=\begin{pmatrix}\cos^2\theta&\cos\theta\sin\theta\\ \cos\theta\sin\theta&\sin^2\theta\end{pmatrix},
\qquad
P'(0)=\begin{pmatrix}0&1\\1&0\end{pmatrix}.
$$

The density matrix has rank one, but its derivative has rank two. The mixing of the two orbitals enters the derivative twice, once below the diagonal and once above it.

The same question arises for a molecule in a weak static field. In Hartree–Fock or Kohn–Sham theory its one-particle density matrix $P$ changes to first order by a matrix $X$, and one asks how large the rank of $X$ can be when $k$ orbitals are occupied and $m$ are virtual. Here $P$ is the projector onto the occupied orbitals, written in a finite orthonormal basis that does not depend on the field. Its trace counts occupied spin orbitals, or doubly occupied spatial orbitals if the closed-shell density matrix has been divided by two. Fractional occupations are excluded, because $P$ must satisfy $P^2=P$.

The letter $X$ stands for the whole first-order matrix, whereas response theory often uses it for the excitation amplitudes alone. In the Lean code `n` is the finite set of orbital labels, not a number; the number of orbitals is `Fintype.card n`.

```lean
import Mathlib

open Matrix
open scoped ComplexOrder

namespace DensityResponseRank

variable {n : Type*} [Fintype n] [DecidableEq n]
```

## (a) Differentiating idempotency

Let $D(t)$ be a curve of matrices with $D(t)^2=D(t)$ for all real $t$, with $D(0)=P$ and with entrywise derivative $X$ at $t=0$. Show that

$$PX+XP=X.$$

Written out in entries, idempotency says $\sum_l D_{il}(t)D_{lj}(t)=D_{ij}(t)$. The product rule at $t=0$ gives

$$\sum_l\bigl(X_{il}P_{lj}+P_{il}X_{lj}\bigr)=X_{ij},$$

and the left side is the $(i,j)$ entry of $XP+PX$.

The predicate `IsResponse P X` is this equation, and the later parts call any solution $X$ a response. The theorem derives it for real or complex matrices, which is what `RCLike 𝕜` stands for. In the proof `h1` is the product rule under the sum, `h2` replaces the sum by $D_{ij}(t)$, and the uniqueness of derivatives equates the two results. For the molecule in a static field, $t$ is the field strength, and "time zero" in the docstring only means $t=0$. What remains for physics to supply is that the self-consistent density matrix follows such a differentiable curve as the field strength varies through zero.

```lean
/-- The linearised idempotency condition `P X + X P = X` on a first-order change `X` of a
density matrix `P`. -/
def IsResponse {R : Type*} [Ring R] (P X : Matrix n n R) : Prop :=
  P * X + X * P = X

omit [DecidableEq n] in
/-- If a density matrix stays idempotent along a curve that is differentiable at time zero,
its derivative there satisfies the linearised idempotency condition. -/
theorem isResponse_of_curve {𝕜 : Type*} [RCLike 𝕜] (D : ℝ → Matrix n n 𝕜)
    (X : Matrix n n 𝕜) (hD : ∀ t, D t * D t = D t)
    (hX : ∀ i j, HasDerivAt (fun t => D t i j) (X i j) 0) :
    IsResponse (D 0) X := by
  unfold IsResponse
  ext i j
  -- product rule for the entry `(i, j)` of `D t * D t`
  have h1 : HasDerivAt (fun t => ∑ l, D t i l * D t l j)
      (∑ l, (X i l * D 0 l j + D 0 i l * X l j)) 0 :=
    HasDerivAt.fun_sum fun l _ => (hX i l).fun_mul (hX l j)
  have h2 : (fun t => ∑ l, D t i l * D t l j) = fun t => D t i j := by
    funext t
    rw [← Matrix.mul_apply, hD t]
  rw [h2] at h1
  have h3 := h1.unique (hX i j)
  rw [Finset.sum_add_distrib] at h3
  rw [Matrix.add_apply, Matrix.mul_apply, Matrix.mul_apply, add_comm]
  exact h3
```

## (b) The occupied-occupied block

Let $P^2=P$ and let $X$ be a response. Show that

$$PXP=0.$$

Multiply the response condition by $P$ from the left. Since $P^2=P$,

$$PX+PXP=PX,$$

and subtracting $PX$ leaves the claim. To first order, the occupied-occupied block of the density matrix does not change, even if the occupied orbitals mix among themselves.

The Lean statement holds for matrices over any ring and needs no Hermiticity. Its proof is the same multiplication, followed by cancellation with `add_eq_left`.

```lean
/-- The occupied-occupied block `P X P` of a response to an idempotent `P` vanishes. -/
theorem occ_block_eq_zero {R : Type*} [Ring R] {P X : Matrix n n R}
    (hP : P * P = P) (h : IsResponse P X) : P * X * P = 0 := by
  have h1 : P * (P * X + X * P) = P * X := congrArg (fun M => P * M) h
  rw [mul_add, ← mul_assoc, hP, ← mul_assoc] at h1
  exact add_eq_left.mp h1
```

## (c) Ranks of the two off-diagonal blocks

Under the same assumptions, now over a field, show that the ranks of the virtual-occupied and occupied-virtual blocks add up:

$$\operatorname{rank}X=\operatorname{rank}\bigl((1-P)XP\bigr)+\operatorname{rank}\bigl(PX(1-P)\bigr).$$

Call the blocks $A=(1-P)XP$ and $B=PX(1-P)$. By part (b),

$$A=XP-PXP=XP,\qquad B=PX-PXP=PX=X-XP=X(1-P),$$

where the step $PX=X-XP$ is the response condition.

The column space of $X$ is the sum of those of $A$ and $B$. For any vector $v$ we have $Xv=Av+Bv$, so every vector $Xv$ lies in the sum. Conversely, $Av=X(Pv)$ and $Bv=X\bigl((1-P)v\bigr)$ both lie in the column space of $X$.

The two column spaces meet only in zero. Suppose $w=Au=Bv$. Then $Pw=PXPu=0$, while $Pw=P^2X(1-P)v=Bv=w$. Hence $w=0$. The dimension of the sum is therefore the sum of the dimensions.

In Lean a column space is `LinearMap.range` of the map `mulVecLin`, and `Matrix.rank` is its dimension. The steps `hA` and `hB` simplify the blocks, `hsup` is the statement about the sum, and `hinf` is the one about the intersection. The dimension formula for two subspaces then gives the result.

The two ranks can differ. With $P=\operatorname{diag}(1,0)$, the matrix $\begin{pmatrix}0&1\\0&0\end{pmatrix}$ satisfies the response condition and has rank one.

```lean
/-- Over any field, the rank of a response to an idempotent `P` is the sum of the ranks of its
virtual-occupied and occupied-virtual blocks. -/
theorem rank_eq_add_rank_blocks {K : Type*} [Field K] {P X : Matrix n n K}
    (hP : P * P = P) (h : IsResponse P X) :
    X.rank = ((1 - P) * X * P).rank + (P * X * (1 - P)).rank := by
  have h0 := occ_block_eq_zero hP h
  have hA : (1 - P) * X * P = X * P := by
    rw [sub_mul, sub_mul, one_mul, h0, sub_zero]
  have hB : P * X * (1 - P) = X * (1 - P) := by
    rw [mul_sub, mul_sub, mul_one, mul_one, h0, sub_zero]
    exact eq_sub_of_add_eq h
  have hPA : P * (X * P) = 0 := by rw [← mul_assoc, h0]
  have hPB : P * (X * (1 - P)) = X * (1 - P) := by
    rw [← hB, ← mul_assoc, ← mul_assoc, hP]
  rw [hA, hB]
  -- the column space of `X` is the sum of the column spaces of the blocks
  have hsup : LinearMap.range X.mulVecLin =
      LinearMap.range (X * P).mulVecLin ⊔ LinearMap.range (X * (1 - P)).mulVecLin := by
    apply le_antisymm
    · rintro _ ⟨v, rfl⟩
      refine Submodule.mem_sup.mpr
        ⟨(X * P) *ᵥ v, ⟨v, rfl⟩, (X * (1 - P)) *ᵥ v, ⟨v, rfl⟩, ?_⟩
      rw [Matrix.mulVecLin_apply, ← Matrix.add_mulVec, ← mul_add, add_sub_cancel, mul_one]
    · refine sup_le ?_ ?_
      · rintro _ ⟨v, rfl⟩
        exact ⟨P *ᵥ v, by simp only [Matrix.mulVecLin_apply, Matrix.mulVec_mulVec]⟩
      · rintro _ ⟨v, rfl⟩
        exact ⟨(1 - P) *ᵥ v, by simp only [Matrix.mulVecLin_apply, Matrix.mulVec_mulVec]⟩
  -- `P` kills the first column space and fixes the second, so they meet only in zero
  have hinf : LinearMap.range (X * P).mulVecLin ⊓
      LinearMap.range (X * (1 - P)).mulVecLin = ⊥ := by
    rw [eq_bot_iff]
    rintro w ⟨⟨u, hu⟩, ⟨v, hv⟩⟩
    rw [Matrix.mulVecLin_apply] at hu hv
    have h1 : P *ᵥ w = 0 := by rw [← hu, Matrix.mulVec_mulVec, hPA, Matrix.zero_mulVec]
    have h2 : P *ᵥ w = w := by rw [← hv, Matrix.mulVec_mulVec, hPB]
    exact (Submodule.mem_bot K).mpr (h2.symm.trans h1)
  have hdim := Submodule.finrank_sup_add_finrank_inf_eq
    (LinearMap.range (X * P).mulVecLin) (LinearMap.range (X * (1 - P)).mulVecLin)
  rw [hinf, ← hsup, finrank_bot, add_zero] at hdim
  exact hdim
```

## (d) Hermitian responses

Now let $P$ and $X$ be Hermitian, over the real or complex numbers, with $\operatorname{tr}P=k$ in a basis of $k+m$ orbitals. Show that

$$\operatorname{rank}X=2\operatorname{rank}\bigl((1-P)XP\bigr)\le 2\min(k,m),$$

so that in particular the rank of $X$ is even.

The blocks of part (c) are adjoints of each other:

$$A^\dagger=\bigl((1-P)XP\bigr)^\dagger=PX(1-P)=B.$$

A matrix and its adjoint have equal rank, so the sum in part (c) is twice the rank of $A$.

For the bound, recall that the trace of an idempotent is its rank. In a basis made up from its column space and its kernel, it is diagonal with ones on the first space and zeros on the second. Thus $\operatorname{rank}P=k$. The matrix $1-P$ is also idempotent, because $(1-P)^2=1-2P+P^2=1-P$, and its trace is $(k+m)-k=m$, so its rank is $m$. The product $A=(1-P)XP$ has rank no larger than that of any of its factors, hence at most $k$ and at most $m$.

For real matrices `IsHermitian` means symmetric. The hypothesis `htr` fixes the number of occupied orbitals, and `hcard` says that the remaining $m$ are virtual. Either number may be zero, and then the bound forces $X=0$. The theorem returns three statements: the factor two, evenness and the bound. In its proof `hadj` is the adjoint relation and `key` is the equality of trace and rank for an idempotent. The steps `hk` and `hm` apply `key` to $P$ and $1-P$, and `hle1` and `hle2` bound the rank of the product.

In coupled-perturbed Hartree–Fock or Kohn–Sham theory, with integer occupations, a static perturbation and a fixed finite orthonormal basis, the first-order density matrix is such an $X$. Its rank is then at most twice the number of occupied orbitals, however large the basis. A single frequency component of a time-dependent response also satisfies the response condition but is in general not Hermitian. Its two off-diagonal blocks can then have different ranks, and its rank need not be even. The bound $2\min(k,m)$ still holds, because by part (c) the rank is the sum of the ranks of the two blocks, and each of these is at most $\min(k,m)$.

```lean
/-- For a Hermitian idempotent density matrix of trace `k` in a basis of `k + m` orbitals, a
Hermitian response has twice the rank of its virtual-occupied block; its rank is even and at
most `2 min(k, m)`. -/
theorem rank_response {𝕜 : Type*} [RCLike 𝕜] {P X : Matrix n n 𝕜} {k m : ℕ}
    (hPh : P.IsHermitian) (hP : P * P = P) (htr : P.trace = (k : 𝕜))
    (hcard : Fintype.card n = k + m) (hXh : X.IsHermitian) (h : IsResponse P X) :
    X.rank = 2 * ((1 - P) * X * P).rank ∧ Even X.rank ∧ X.rank ≤ 2 * min k m := by
  -- the two off-diagonal blocks are adjoints of each other
  have hadj : ((1 - P) * X * P)ᴴ = P * X * (1 - P) := by
    rw [Matrix.conjTranspose_mul, Matrix.conjTranspose_mul, Matrix.conjTranspose_sub,
      Matrix.conjTranspose_one, hPh.eq, hXh.eq, mul_assoc]
  have hrank : X.rank = 2 * ((1 - P) * X * P).rank := by
    rw [rank_eq_add_rank_blocks hP h, ← hadj, Matrix.rank_conjTranspose, two_mul]
  -- the trace of an idempotent is the dimension of its column space
  have key : ∀ E : Matrix n n 𝕜, E * E = E → E.trace = (E.rank : 𝕜) := by
    intro E hE
    have hproj : LinearMap.IsProj (LinearMap.range (Matrix.toLin' E)) (Matrix.toLin' E) :=
      ⟨fun v => ⟨v, rfl⟩, by
        rintro _ ⟨v, rfl⟩
        simp only [Matrix.toLin'_apply, Matrix.mulVec_mulVec, hE]⟩
    have ht := hproj.trace
    rw [LinearMap.trace_eq_matrix_trace 𝕜 (Pi.basisFun 𝕜 n),
      LinearMap.toMatrix_eq_toMatrix', LinearMap.toMatrix'_toLin'] at ht
    exact ht
  have hk : P.rank = k := by
    have h1 := key P hP
    rw [htr] at h1
    exact_mod_cast h1.symm
  have hm : (1 - P).rank = m := by
    have h1 := key (1 - P) (by
      rw [mul_sub, sub_mul, sub_mul, hP, one_mul, one_mul, mul_one, sub_self, sub_zero])
    rw [Matrix.trace_sub, Matrix.trace_one, htr, hcard, Nat.cast_add,
      add_sub_cancel_left] at h1
    exact_mod_cast h1.symm
  have hle1 : ((1 - P) * X * P).rank ≤ k :=
    hk ▸ Matrix.rank_mul_le_right ((1 - P) * X) P
  have hle2 : ((1 - P) * X * P).rank ≤ m := by
    rw [mul_assoc, ← hm]
    exact Matrix.rank_mul_le_left (1 - P) (X * P)
  refine ⟨hrank, ?_, ?_⟩
  · rw [hrank]
    exact even_two_mul _
  · rw [hrank]
    exact Nat.mul_le_mul_left 2 (le_min hle1 hle2)
```

## (e) One occupied orbital

Let $\operatorname{tr}P=1$, and let $X$ be a nonzero Hermitian response to the Hermitian idempotent $P$. Show that

$$\operatorname{rank}X=2.$$

Since $X\neq0$, the basis has at least one orbital. Let $N\ge1$ be the number of orbitals and put $k=1$, $m=N-1$ in part (d). The rank of $X$ is even and at most $2\min(1,N-1)\le2$. It is not zero, because only the zero matrix has rank zero. The one value left is two. For $N=1$ the bound is zero, so no nonzero response exists and the statement is empty.

The Lean proof obtains $N\ge1$ as `hn` and applies `rank_response`. It excludes rank zero in `h0` and leaves the remaining integer argument to `omega`.

```lean
/-- For a Hermitian idempotent density matrix of trace one, every nonzero Hermitian response
has rank exactly two. -/
theorem rank_eq_two_of_one_orbital {𝕜 : Type*} [RCLike 𝕜] {P X : Matrix n n 𝕜}
    (hPh : P.IsHermitian) (hP : P * P = P) (htr : P.trace = 1)
    (hXh : X.IsHermitian) (h : IsResponse P X) (hX : X ≠ 0) : X.rank = 2 := by
  have hn : 0 < Fintype.card n := by
    rw [Fintype.card_pos_iff]
    by_contra hne
    rw [not_nonempty_iff] at hne
    exact hX (Subsingleton.elim _ _)
  obtain ⟨h1, -, h3⟩ := rank_response (k := 1) (m := Fintype.card n - 1) hPh hP
    (by rw [htr, Nat.cast_one]) (by omega) hXh h
  -- a matrix of rank zero vanishes
  have h0 : X.rank ≠ 0 := by
    intro hr
    have hbot : LinearMap.range (Matrix.toLin' X) = ⊥ := Submodule.finrank_eq_zero.mp hr
    exact hX (Matrix.toLin'.map_eq_zero_iff.mp (LinearMap.range_eq_bot.mp hbot))
  have h4 : min 1 (Fintype.card n - 1) ≤ 1 := min_le_left _ _
  omega
```

## (f) A response that attains the bound

Take $r$ occupied and $r$ virtual orbitals and, in blocks of size $r$,

$$P=\begin{pmatrix}1&0\\0&0\end{pmatrix},\qquad X=\begin{pmatrix}0&1\\1&0\end{pmatrix}.$$

Show that $P$ is a symmetric idempotent of trace $r$, that $X$ is a symmetric response to it, and that

$$\operatorname{rank}X=2r.$$

Both matrices are symmetric by inspection, $P^2=P$, and the trace of $P$ is that of the $r\times r$ unit matrix. For the response condition,

$$PX+XP=\begin{pmatrix}0&1\\0&0\end{pmatrix}+\begin{pmatrix}0&0\\1&0\end{pmatrix}=X.$$

Finally $X^2=1$, so $X$ is invertible and has full rank $2r$. This equals the bound of part (d) for $k=m=r$. For $r=1$ these are the matrices $P(0)$ and $P'(0)$ of the two-orbital rotation.

In Lean the orbital labels form `Fin r ⊕ Fin r`, occupied ones first, and `Matrix.fromBlocks` assembles the four blocks. The name `halfFilled` means that half of the orbitals in $P$ are occupied; it does not refer to a lattice model with one electron per site.

```lean
/-- The density matrix with `r` occupied and `r` virtual orbitals, in the orbital basis. -/
def halfFilled (r : ℕ) : Matrix (Fin r ⊕ Fin r) (Fin r ⊕ Fin r) ℝ :=
  Matrix.fromBlocks 1 0 0 0
```

The matrix $X$ is called `pairExchange`, since it swaps each occupied orbital with its virtual partner.

```lean
/-- The matrix that exchanges each of `r` occupied orbitals with its virtual partner. -/
def pairExchange (r : ℕ) : Matrix (Fin r ⊕ Fin r) (Fin r ⊕ Fin r) ℝ :=
  Matrix.fromBlocks 0 1 1 0
```

The theorem collects the six properties for every $r$, including the empty case $r=0$. Five of them follow from block multiplication and simplification, and the rank comes from `hsq`, the identity $X^2=1$. Only equal numbers of occupied and virtual orbitals are treated.

```lean
/-- With `r` occupied and `r` virtual orbitals, the pair exchange is a symmetric response of
rank `2 r`, so the upper bound on the rank is attained. -/
theorem rank_response_witness (r : ℕ) :
    (halfFilled r).IsHermitian ∧ halfFilled r * halfFilled r = halfFilled r ∧
      (halfFilled r).trace = (r : ℝ) ∧ (pairExchange r).IsHermitian ∧
      IsResponse (halfFilled r) (pairExchange r) ∧ (pairExchange r).rank = 2 * r := by
  have hsq : pairExchange r * pairExchange r = 1 := by
    simp [pairExchange, Matrix.fromBlocks_multiply]
  refine ⟨?_, ?_, ?_, ?_, ?_, ?_⟩
  · simp [Matrix.IsHermitian, halfFilled, Matrix.fromBlocks_transpose]
  · simp [halfFilled, Matrix.fromBlocks_multiply]
  · simp [halfFilled, Matrix.trace, Fintype.sum_sum_type]
  · simp [Matrix.IsHermitian, pairExchange, Matrix.fromBlocks_transpose]
  · simp [IsResponse, halfFilled, pairExchange, Matrix.fromBlocks_multiply,
      Matrix.fromBlocks_add]
  · -- the exchange is its own inverse, hence of full rank
    have hu : IsUnit (pairExchange r) := ⟨⟨_, _, hsq, hsq⟩, rfl⟩
    rw [Matrix.rank_of_isUnit _ hu, Fintype.card_sum, Fintype.card_fin, two_mul]

end DensityResponseRank
```

```lean
#print axioms DensityResponseRank.isResponse_of_curve
#print axioms DensityResponseRank.rank_response
#print axioms DensityResponseRank.rank_eq_two_of_one_orbital
```

```
'DensityResponseRank.isResponse_of_curve' depends on axioms: [propext, Classical.choice, Quot.sound]
'DensityResponseRank.rank_response' depends on axioms: [propext, Classical.choice, Quot.sound]
'DensityResponseRank.rank_eq_two_of_one_orbital' depends on axioms: [propext, Classical.choice, Quot.sound]
```
